# Peaceman–Rachford iteration with a fixed positive shift converges for non-commuting positive definite matrices

A grid Poisson equation can be solved by treating its horizontal and vertical parts in turn. If the parts are symmetric and commute, a shared eigenbasis gives the damping of each error component. A position-dependent dielectric constant generally destroys that basis. For parts that need not be symmetric, eigenvalues of the separate factors do not then settle convergence: two matrices can each have all eigenvalues below one in size and still have a product that amplifies. The argument below follows the lengths of vectors instead, and covers symmetric and non-symmetric parts alike.

The equation is $(H+V)x=b$, where $H$ and $V$ are the horizontal and vertical parts, not a Hamiltonian and a potential. In the Poisson equation each carries the sign of minus a second derivative; with the opposite sign the positivity conditions below would fail. With a number $r$ as shift, one step takes $x$ to $x''$ through $x'$:

$$(H+r)x'=b+(r-V)x,\qquad (V+r)x''=b+(r-H)x'.$$

The solution $s$ satisfies both equations with $x=x'=x''=s$. Subtracting gives

$$x''-s=T(x-s),\qquad T=(V+r)^{-1}(r-H)(H+r)^{-1}(r-V).$$

In Lean, `step` is the pair of half-steps and `amplification` is $T$. The index type `n` is finite, `r • 1` is $r$ times the identity, `*ᵥ` applies a matrix to a vector, and `⬝ᵥ` is the dot product.

```lean
import Mathlib

open Matrix Filter Topology

namespace PeacemanRachford

noncomputable section

variable {n : Type*} [Fintype n] [DecidableEq n]

/-- The Cayley factor `(r - H)(H + r)⁻¹` of one half-step, for `H + r` invertible. -/
def cayley (r : ℝ) (H : Matrix n n ℝ) : Matrix n n ℝ :=
  (r • 1 - H) * (H + r • 1)⁻¹

/-- The matrix `(V + r)⁻¹(r - H)(H + r)⁻¹(r - V)`, for `H + r` and `V + r` invertible. -/
def amplification (r : ℝ) (H V : Matrix n n ℝ) : Matrix n n ℝ :=
  (V + r • 1)⁻¹ * (r • 1 - H) * (H + r • 1)⁻¹ * (r • 1 - V)

/-- One Peaceman-Rachford step for `(H + V) x = b`: a half-step implicit in `H`, then one
implicit in `V`, for `H + r` and `V + r` invertible. -/
def step (r : ℝ) (H V : Matrix n n ℝ) (b x : n → ℝ) : n → ℝ :=
  (V + r • 1)⁻¹ *ᵥ (b + (r • 1 - H) *ᵥ ((H + r • 1)⁻¹ *ᵥ (b + (r • 1 - V) *ᵥ x)))
```

## A positive shift makes each half-step solvable

Physically, $r$ acts as an inverse pseudo-time step. Suppose $x\cdot Vx\ge0$ for all $x$. If $(V+r)v=0$, then $0=v\cdot Vv+r|v|^2\ge r|v|^2$, so $v=0$ and $V+r$ is invertible. The same holds for $H$.

`isUnit_det_of_pos` turns a positive quadratic form into an invertible matrix, written `IsUnit A.det`; `isUnit_det_shift` applies this to the shifted matrix.

The condition $r\ge0$ would be too weak. For the $1\times1$ matrices $H=V=1$ and $r=0$, $T=1$ and the error never changes.

```lean
omit [DecidableEq n] in
/-- A nonzero real vector has positive squared length. -/
theorem dot_self_pos {x : n → ℝ} (hx : x ≠ 0) : 0 < x ⬝ᵥ x := by
  obtain ⟨i, hi⟩ := Function.ne_iff.1 hx
  exact Finset.sum_pos' (fun j _ => mul_self_nonneg _)
    ⟨i, Finset.mem_univ i, mul_self_pos.2 hi⟩

/-- A real matrix with `x · A x > 0` for every nonzero `x` is invertible. -/
theorem isUnit_det_of_pos {A : Matrix n n ℝ} (hA : ∀ x, x ≠ 0 → 0 < x ⬝ᵥ (A *ᵥ x)) :
    IsUnit A.det := by
  refine isUnit_iff_ne_zero.2 fun h => ?_
  obtain ⟨v, hv, hv0⟩ := Matrix.exists_mulVec_eq_zero_iff.2 h
  have h1 := hA v hv
  rw [hv0, dotProduct_zero] at h1
  exact lt_irrefl _ h1

/-- If `x · V x ≥ 0` for all `x` and `r > 0`, the shifted matrix `V + r` is invertible. -/
theorem isUnit_det_shift {r : ℝ} (hr : 0 < r) {V : Matrix n n ℝ}
    (hV : ∀ x, 0 ≤ x ⬝ᵥ (V *ᵥ x)) : IsUnit (V + r • 1).det := by
  refine isUnit_det_of_pos fun x hx => ?_
  rw [Matrix.add_mulVec, Matrix.smul_mulVec, Matrix.one_mulVec, dotProduct_add,
    dotProduct_smul, smul_eq_mul]
  exact add_pos_of_nonneg_of_pos (hV x) (mul_pos hr (dot_self_pos hx))
```

## Cayley factors of nonnegative parts never lengthen a vector

The condition $x\cdot Vx\ge0$ for all $x$ says that the squared length $|x|^2$ never grows under the flow $\dot x=-Vx$. Its effect appears in the Cayley factor $C_H=(r-H)(H+r)^{-1}$, and likewise $C_V$. Put $y=(H+r)^{-1}x$ and expand:

$$|(H+r)y|^2=|Hy|^2+2r\,y\cdot Hy+r^2|y|^2,$$
$$|(r-H)y|^2=|Hy|^2-2r\,y\cdot Hy+r^2|y|^2.$$

Subtraction gives $|x|^2=|C_Hx|^2+4r\,y\cdot Hy$. This is `cayley_balance`; its `key` is the expansion, closed by `ring`.

Positivity of $H$ and of the sum $H+V$ is not enough. The numbers $H=4$, $V=-\tfrac12$, $r=1$ have $H+V=\tfrac72$, but $T=-\tfrac95$, so the error grows.

```lean
/-- Balance of squared length in a half-step: if `H + r` is invertible and `y = (H + r)⁻¹ x`,
the Cayley factor removes exactly `4 r (y · H y)` from the squared length of `x`. -/
theorem cayley_balance (r : ℝ) {H : Matrix n n ℝ} (h : IsUnit (H + r • 1).det) (x : n → ℝ) :
    x ⬝ᵥ x = (cayley r H *ᵥ x) ⬝ᵥ (cayley r H *ᵥ x)
      + 4 * r * (((H + r • 1)⁻¹ *ᵥ x) ⬝ᵥ (H *ᵥ ((H + r • 1)⁻¹ *ᵥ x))) := by
  -- the polarisation identity for `(H + r) y` and `(r - H) y`
  have key : ∀ y : n → ℝ, ((H + r • 1) *ᵥ y) ⬝ᵥ ((H + r • 1) *ᵥ y)
      = ((r • 1 - H) *ᵥ y) ⬝ᵥ ((r • 1 - H) *ᵥ y) + 4 * r * (y ⬝ᵥ (H *ᵥ y)) := by
    intro y
    simp only [Matrix.add_mulVec, Matrix.sub_mulVec, Matrix.smul_mulVec, Matrix.one_mulVec,
      add_dotProduct, dotProduct_add, sub_dotProduct, dotProduct_sub, smul_dotProduct,
      dotProduct_smul, smul_eq_mul]
    rw [dotProduct_comm (H *ᵥ y) y]
    ring
  have h1 := key ((H + r • 1)⁻¹ *ᵥ x)
  rw [Matrix.mulVec_mulVec _ (H + r • 1), Matrix.mulVec_mulVec _ (r • 1 - H),
    Matrix.mul_nonsing_inv _ h, Matrix.one_mulVec] at h1
  exact h1
```

## Strict loss in one part, on a finite grid

The condition $x\cdot Hx>0$ for $x\ne0$ makes the squared length of every nonzero vector strictly decrease under the flow $\dot x=-Hx$. Let $K=C_HC_V$ and $x\ne0$. If $C_Vx=0$, then $Kx=0$. Otherwise $y=(H+r)^{-1}C_Vx$ is nonzero, and

$$|Kx|^2=|C_Vx|^2-4r\,y\cdot Hy<|C_Vx|^2\le|x|^2.$$

Finite dimension now supplies a uniform factor. The ratio $|Kx|^2/|x|^2$ is continuous on the compact unit sphere, so for a nonempty grid it has a maximum $q<1$. By scaling, $|K^kx|^2\le q^k|x|^2$ for every $x$. Applied to basis vectors, this sends every entry of $K^k$ to zero. In infinite dimension, a diagonal operator with entries $1-1/m$, $m=1,2,\dots$, shortens every nonzero vector but has no such $q$.

`pow_tendsto_zero` carries out this argument for a general matrix `C`. Lean's sphere uses the maximum norm, which is why the proof maximises a ratio.

Finally, $T=(V+r)^{-1}K(V+r)$, hence $T^k=(V+r)^{-1}K^k(V+r)\to0$. In `amplification_pow_tendsto_zero`, `hK` is the shortening argument and `hsim` the similarity, by induction on $k$.

```lean
/-- If a real matrix strictly shortens every nonzero vector, its powers tend to zero. -/
theorem pow_tendsto_zero {C : Matrix n n ℝ}
    (hC : ∀ x, x ≠ 0 → (C *ᵥ x) ⬝ᵥ (C *ᵥ x) < x ⬝ᵥ x) :
    Tendsto (fun k : ℕ => C ^ k) atTop (𝓝 0) := by
  -- compactness of the unit sphere gives a uniform factor `q < 1`
  obtain ⟨q, hq0, hq1, hq⟩ : ∃ q : ℝ, 0 ≤ q ∧ q < 1 ∧
      ∀ x, (C *ᵥ x) ⬝ᵥ (C *ᵥ x) ≤ q * (x ⬝ᵥ x) := by
    rcases isEmpty_or_nonempty n with hn | hn
    · exact ⟨0, le_rfl, zero_lt_one, fun x => by simp [dotProduct]⟩
    have hne : ∀ x ∈ Metric.sphere (0 : n → ℝ) 1, x ≠ 0 := by
      rintro x hx rfl
      simp at hx
    have hcont : ContinuousOn (fun x : n → ℝ => ((C *ᵥ x) ⬝ᵥ (C *ᵥ x)) / (x ⬝ᵥ x))
        (Metric.sphere 0 1) := by
      refine ContinuousOn.div (Continuous.continuousOn ?_) (Continuous.continuousOn ?_)
        fun x hx => (dot_self_pos (hne x hx)).ne'
      · simp only [dotProduct, Matrix.mulVec]
        fun_prop
      · simp only [dotProduct]
        fun_prop
    obtain ⟨z, hz, hmax⟩ := (isCompact_sphere (0 : n → ℝ) 1).exists_isMaxOn
      (NormedSpace.sphere_nonempty.2 zero_le_one) hcont
    have hzp := dot_self_pos (hne z hz)
    refine ⟨((C *ᵥ z) ⬝ᵥ (C *ᵥ z)) / (z ⬝ᵥ z),
      div_nonneg (Finset.sum_nonneg fun i _ => mul_self_nonneg _) hzp.le,
      (div_lt_one hzp).2 (hC z (hne z hz)), fun x => ?_⟩
    by_cases hx : x = 0
    · simp [hx]
    have hc : ‖x‖⁻¹ ≠ 0 := inv_ne_zero (norm_ne_zero_iff.2 hx)
    have hy : ‖x‖⁻¹ • x ∈ Metric.sphere (0 : n → ℝ) 1 := by
      rw [mem_sphere_zero_iff_norm, norm_smul, norm_inv, norm_norm]
      exact inv_mul_cancel₀ (norm_ne_zero_iff.2 hx)
    have h : ((C *ᵥ (‖x‖⁻¹ • x)) ⬝ᵥ (C *ᵥ (‖x‖⁻¹ • x))) / ((‖x‖⁻¹ • x) ⬝ᵥ (‖x‖⁻¹ • x))
        ≤ ((C *ᵥ z) ⬝ᵥ (C *ᵥ z)) / (z ⬝ᵥ z) := hmax hy
    simp only [Matrix.mulVec_smul, smul_dotProduct, dotProduct_smul, smul_eq_mul] at h
    rw [mul_div_mul_left _ _ hc, mul_div_mul_left _ _ hc] at h
    exact (div_le_iff₀ (dot_self_pos hx)).1 h
  have hpow : ∀ (k : ℕ) (x : n → ℝ),
      ((C ^ k) *ᵥ x) ⬝ᵥ ((C ^ k) *ᵥ x) ≤ q ^ k * (x ⬝ᵥ x) := by
    intro k x
    induction k with
    | zero => simp
    | succ k ih =>
      rw [pow_succ' C, ← Matrix.mulVec_mulVec, pow_succ' q, mul_assoc]
      exact (hq _).trans (mul_le_mul_of_nonneg_left ih hq0)
  -- every entry is bounded by the length of a column
  have hent : ∀ i j, Tendsto (fun k : ℕ => (C ^ k) i j) atTop (𝓝 0) := by
    intro i j
    have hb : ∀ k : ℕ, (C ^ k) i j * (C ^ k) i j
        ≤ q ^ k * ((Pi.single j 1 : n → ℝ) ⬝ᵥ Pi.single j 1) := by
      intro k
      have h1 : ((C ^ k) *ᵥ Pi.single j 1) i = (C ^ k) i j := by simp
      rw [← h1]
      exact (Finset.single_le_sum (f := fun l => ((C ^ k) *ᵥ Pi.single j 1) l *
        ((C ^ k) *ᵥ Pi.single j 1) l) (fun l _ => mul_self_nonneg _)
        (Finset.mem_univ i)).trans (hpow k _)
    have hlim := (tendsto_pow_atTop_nhds_zero_of_lt_one hq0 hq1).mul_const
      ((Pi.single j 1 : n → ℝ) ⬝ᵥ Pi.single j 1)
    rw [zero_mul] at hlim
    have hs := (Real.continuous_sqrt.tendsto 0).comp
      (squeeze_zero (fun k => mul_self_nonneg _) hb hlim)
    simp only [Function.comp_def, Real.sqrt_mul_self_eq_abs, Real.sqrt_zero] at hs
    exact (tendsto_zero_iff_abs_tendsto_zero _).2 hs
  have h : Tendsto (fun k : ℕ => (fun i j => (C ^ k) i j : n → n → ℝ)) atTop
      (𝓝 (fun _ _ => 0)) :=
    tendsto_pi_nhds.2 fun i => tendsto_pi_nhds.2 fun j => hent i j
  exact h

/-- If `x · H x > 0` for nonzero `x`, `x · V x ≥ 0` for all `x`, and `r > 0`, the powers of
`(V + r)⁻¹(r - H)(H + r)⁻¹(r - V)` tend to zero. -/
theorem amplification_pow_tendsto_zero {r : ℝ} (hr : 0 < r) {H V : Matrix n n ℝ}
    (hH : ∀ x, x ≠ 0 → 0 < x ⬝ᵥ (H *ᵥ x)) (hV : ∀ x, 0 ≤ x ⬝ᵥ (V *ᵥ x)) :
    Tendsto (fun k : ℕ => amplification r H V ^ k) atTop (𝓝 0) := by
  have hH0 : ∀ x, 0 ≤ x ⬝ᵥ (H *ᵥ x) := fun x => by
    by_cases hx : x = 0
    · simp [hx]
    · exact (hH x hx).le
  have uH := isUnit_det_shift hr hH0
  have uV := isUnit_det_shift hr hV
  -- the product of the Cayley factors strictly shortens vectors
  have hK : Tendsto (fun k : ℕ => (cayley r H * cayley r V) ^ k) atTop (𝓝 0) := by
    refine pow_tendsto_zero fun x hx => ?_
    rw [← Matrix.mulVec_mulVec]
    have h1 := cayley_balance r uV x
    have h2 := mul_nonneg (by positivity : 0 ≤ 4 * r) (hV ((V + r • 1)⁻¹ *ᵥ x))
    by_cases hz : cayley r V *ᵥ x = 0
    · rw [hz, Matrix.mulVec_zero, dotProduct_zero]
      exact dot_self_pos hx
    have hy : (H + r • 1)⁻¹ *ᵥ (cayley r V *ᵥ x) ≠ 0 := fun h0 => hz (by
      rw [← Matrix.one_mulVec (cayley r V *ᵥ x), ← Matrix.mul_nonsing_inv _ uH,
        ← Matrix.mulVec_mulVec, h0, Matrix.mulVec_zero])
    have h3 := cayley_balance r uH (cayley r V *ᵥ x)
    have h4 := mul_pos (by positivity : 0 < 4 * r) (hH _ hy)
    linarith
  -- the amplification matrix is similar to that product
  have hsim : ∀ k : ℕ, (V + r • 1)⁻¹ * (cayley r H * cayley r V) ^ k * (V + r • 1)
      = amplification r H V ^ k := by
    intro k
    induction k with
    | zero => rw [pow_zero, pow_zero, mul_one, Matrix.nonsing_inv_mul _ uV]
    | succ k ih =>
      have h1 : cayley r H * cayley r V * (V + r • 1)
          = (V + r • 1) * amplification r H V := by
        simp only [cayley, amplification, mul_assoc]
        rw [Matrix.nonsing_inv_mul _ uV, mul_one, ← mul_assoc (V + r • 1),
          Matrix.mul_nonsing_inv _ uV, one_mul]
      rw [pow_succ, pow_succ, ← ih, mul_assoc, mul_assoc, h1]
      simp only [mul_assoc]
  have h := (tendsto_const_nhds (x := (V + r • 1)⁻¹)).mul hK |>.mul
    (tendsto_const_nhds (x := V + r • 1))
  rw [mul_zero, zero_mul] at h
  exact h.congr hsim
```

## The same positivity fixes the limit

Adding the two conditions gives $x\cdot(H+V)x>0$ for $x\ne0$, so $s=(H+V)^{-1}b$ exists and is unique. `step_error` is the subtraction made at the start, and induction gives an error $T^k(x_0-s)$ after $k$ steps from the start $x_0$. `iteration_converges` states that $s$ solves the equation and that the iterates, written `(step r H V b)^[k] x₀`, tend to $s$ for every `x₀`.

```lean
/-- If `H + r` and `V + r` are invertible and `s` solves `(H + V) s = b`, one step multiplies
the error `x - s` by the amplification matrix. -/
theorem step_error {r : ℝ} {H V : Matrix n n ℝ} (uH : IsUnit (H + r • 1).det)
    (uV : IsUnit (V + r • 1).det) {b s : n → ℝ} (hs : (H + V) *ᵥ s = b) (x : n → ℝ) :
    step r H V b x = s + amplification r H V *ᵥ (x - s) := by
  have cancel : ∀ B : Matrix n n ℝ, IsUnit B.det → ∀ v, B⁻¹ *ᵥ (B *ᵥ v) = v := by
    intro B hB v
    rw [Matrix.mulVec_mulVec, Matrix.nonsing_inv_mul _ hB, Matrix.one_mulVec]
  have h1 : b + (r • 1 - V) *ᵥ x = (H + r • 1) *ᵥ s + (r • 1 - V) *ᵥ (x - s) := by
    rw [← hs]
    simp only [Matrix.add_mulVec, Matrix.sub_mulVec, Matrix.mulVec_sub]
    abel
  have h2 : ∀ w, b + (r • 1 - H) *ᵥ (s + w) = (V + r • 1) *ᵥ s + (r • 1 - H) *ᵥ w := by
    intro w
    rw [← hs]
    simp only [Matrix.add_mulVec, Matrix.sub_mulVec, Matrix.mulVec_add]
    abel
  unfold step
  rw [h1, Matrix.mulVec_add (H + r • 1)⁻¹, cancel _ uH, h2, Matrix.mulVec_add, cancel _ uV]
  simp only [amplification, ← Matrix.mulVec_mulVec]

/-- If `x · H x > 0` for nonzero `x`, `x · V x ≥ 0` for all `x`, and `r > 0`, then
`(H + V)⁻¹ b` solves `(H + V) x = b` and the iteration converges to it from every start. -/
theorem iteration_converges {r : ℝ} (hr : 0 < r) {H V : Matrix n n ℝ}
    (hH : ∀ x, x ≠ 0 → 0 < x ⬝ᵥ (H *ᵥ x)) (hV : ∀ x, 0 ≤ x ⬝ᵥ (V *ᵥ x)) (b : n → ℝ) :
    (H + V) *ᵥ ((H + V)⁻¹ *ᵥ b) = b ∧
      ∀ x₀, Tendsto (fun k : ℕ => (step r H V b)^[k] x₀) atTop (𝓝 ((H + V)⁻¹ *ᵥ b)) := by
  have uS : IsUnit (H + V).det := isUnit_det_of_pos fun x hx => by
    rw [Matrix.add_mulVec, dotProduct_add]
    exact add_pos_of_pos_of_nonneg (hH x hx) (hV x)
  have hs : (H + V) *ᵥ ((H + V)⁻¹ *ᵥ b) = b := by
    rw [Matrix.mulVec_mulVec, Matrix.mul_nonsing_inv _ uS, Matrix.one_mulVec]
  refine ⟨hs, fun x₀ => ?_⟩
  have uH : IsUnit (H + r • 1).det := isUnit_det_shift hr fun x => by
    by_cases hx : x = 0
    · simp [hx]
    · exact (hH x hx).le
  generalize (H + V)⁻¹ *ᵥ b = s at hs ⊢
  -- after `k` steps the error is the `k`-th power applied to the initial error
  have hit : ∀ k : ℕ, s + (amplification r H V ^ k) *ᵥ (x₀ - s) = (step r H V b)^[k] x₀ := by
    intro k
    induction k with
    | zero => simp
    | succ k ih =>
      rw [Function.iterate_succ_apply', ← ih, step_error uH (isUnit_det_shift hr hV) hs,
        add_sub_cancel_left, Matrix.mulVec_mulVec, ← pow_succ']
  have hc : Continuous fun M : Matrix n n ℝ => s + M *ᵥ (x₀ - s) :=
    continuous_const.add (continuous_id.matrix_mulVec continuous_const)
  have h := (hc.tendsto 0).comp (amplification_pow_tendsto_zero hr hH hV)
  simp only [Matrix.zero_mulVec, add_zero] at h
  exact h.congr hit
```

## Symmetry and commutation are not needed

Symmetry would exclude drift terms, and commutation of symmetric parts would require a common eigenbasis. The derivation uses neither, but a part with drift must still satisfy its quadratic-form inequality. `posDef_converges` treats the symmetric case: Mathlib's `PosDef` includes symmetry, but the proof extracts only the quadratic-form inequalities.

For electronic structure, this applies to Hartree-potential solves that reduce to two dimensions, as in the cross-section of a wire uniform along its length, on a finite grid whose two directional parts are real and positive definite, with $r>0$ held fixed. The step left to the user is from the grid solution to the continuum potential. The theorems give no convergence rate or best $r$.

```lean
/-- For symmetric positive definite `H` and `V` and `r > 0`, the powers of the amplification
matrix tend to zero and the iteration converges to `(H + V)⁻¹ b` from every start. -/
theorem posDef_converges {r : ℝ} (hr : 0 < r) {H V : Matrix n n ℝ}
    (hH : H.PosDef) (hV : V.PosDef) :
    Tendsto (fun k : ℕ => amplification r H V ^ k) atTop (𝓝 0) ∧
      ∀ b x₀, Tendsto (fun k : ℕ => (step r H V b)^[k] x₀) atTop
        (𝓝 ((H + V)⁻¹ *ᵥ b)) := by
  have h1 : ∀ x, x ≠ 0 → 0 < x ⬝ᵥ (H *ᵥ x) := fun x hx => by
    simpa using hH.dotProduct_mulVec_pos hx
  have h2 : ∀ x, 0 ≤ x ⬝ᵥ (V *ᵥ x) := fun x => by
    simpa using hV.posSemidef.dotProduct_mulVec_nonneg x
  exact ⟨amplification_pow_tendsto_zero hr h1 h2, fun b => (iteration_converges hr h1 h2 b).2⟩
```

## A rotation has no loss to exploit

For matrices that need not be symmetric, nonnegativity of both parts and invertibility of $H+V$ do not suffice. Take $H=V=J$, the generator of plane rotations, with $J^2=-1$ and $x\cdot Jx=0$. At $r=1$, $(1+J)^{-1}=(1-J)/2$, so each Cayley factor is $(1-J)^2/2=-J$. All factors commute, hence $T=(-J)^2=-1$, and the error changes sign forever without shrinking.

`strict_positivity_needed` computes this $T$ entry by entry. Its even powers are all the identity, which contradicts a limit of zero. The name means that strictness cannot simply be dropped from the theorem, not that every convergent case has it: the diagonal matrices $H=\mathrm{diag}(1,0)$ and $V=\mathrm{diag}(0,1)$ with $r=1$ give $T=0$.

```lean
/-- The generator of rotations of the plane. -/
def rotGen : Matrix (Fin 2) (Fin 2) ℝ := !![0, 1; -1, 0]

/-- For `H = V = J`, the generator of plane rotations, `x · J x = 0` for all `x` and `H + V` is
invertible, but at `r = 1` the powers of the amplification matrix do not tend to zero. -/
theorem strict_positivity_needed :
    (∀ x, x ⬝ᵥ (rotGen *ᵥ x) = 0) ∧ IsUnit (rotGen + rotGen).det ∧
      ¬ Tendsto (fun k : ℕ => amplification 1 rotGen rotGen ^ k) atTop (𝓝 0) := by
  refine ⟨fun x => ?_, ?_, fun h => ?_⟩
  · simp only [rotGen, dotProduct, Matrix.mulVec, Fin.sum_univ_two, Matrix.of_apply,
      Matrix.cons_val_zero, Matrix.cons_val_one]
    ring
  · rw [isUnit_iff_ne_zero, Matrix.det_fin_two]
    norm_num [rotGen]
  · have hA : rotGen + (1 : ℝ) • 1 = !![1, 1; -1, 1] := by
      rw [Matrix.one_fin_two]
      ext i j
      fin_cases i <;> fin_cases j <;> simp [rotGen]
    have hB : (1 : ℝ) • 1 - rotGen = !![1, -1; 1, 1] := by
      rw [Matrix.one_fin_two]
      ext i j
      fin_cases i <;> fin_cases j <;> simp [rotGen]
    have hinv : (rotGen + (1 : ℝ) • 1)⁻¹ = !![1/2, -1/2; 1/2, 1/2] := by
      rw [hA]
      apply Matrix.inv_eq_right_inv
      rw [Matrix.mul_fin_two, Matrix.one_fin_two]
      ext i j
      fin_cases i <;> fin_cases j <;> norm_num
    -- the amplification matrix is minus the identity
    have hT : amplification 1 rotGen rotGen = -1 := by
      unfold amplification
      rw [hinv, hB]
      simp only [Matrix.mul_fin_two]
      rw [Matrix.one_fin_two]
      ext i j
      fin_cases i <;> fin_cases j <;> norm_num
    rw [hT] at h
    have h2 : Tendsto (fun k : ℕ => 2 * k) atTop atTop :=
      tendsto_atTop_mono (fun k => by show k ≤ 2 * k; omega) tendsto_id
    have h3 : Tendsto (fun _ : ℕ => (1 : Matrix (Fin 2) (Fin 2) ℝ)) atTop (𝓝 0) :=
      (h.comp h2).congr fun k => by simp [pow_mul]
    exact one_ne_zero (tendsto_nhds_unique tendsto_const_nhds h3)

end

end PeacemanRachford
```

```lean
#print axioms PeacemanRachford.posDef_converges
-- 'PeacemanRachford.posDef_converges' depends on axioms: [propext, Classical.choice, Quot.sound]
#print axioms PeacemanRachford.strict_positivity_needed
-- 'PeacemanRachford.strict_positivity_needed' depends on axioms: [propext, Classical.choice, Quot.sound]
```
